# Coupling-constant integration and the plasmon formula for one particle-hole pair

Take one particle-hole pair with bare gap D > 0 and coupling K, and scale the coupling by l from 0 to 1. If D + 2K > 0, then

∫₀¹ (K/2)(D/w(l) − 1) dl = (w(1) − D − K)/2, where w(l) = √(D(D + 2lK)).

The left side is the correlation energy of the pair in the random-phase approximation (RPA) without exchange, accumulated as the interaction is switched on. On the right side, besides D and K, the excitation frequency enters at full coupling only. In electronic-structure calculations the plasmon formula can replace the coupling integral in this way for many coupled pairs, with a sum over frequencies and a matrix trace; here there is a single pair, and the matrices are numbers.

The condition D + 2K > 0 says that the pair is stable at full coupling. It holds for every K ≥ 0, which covers the Coulomb interaction: there K is proportional to the repulsion of the pair's transition density with itself and cannot be negative. It also holds for a model coupling K < 0 that is too weak to bring the frequency down to zero.

```lean
import Mathlib

open Set

namespace OnePairPlasmon

noncomputable section
```

## The pair and its excitations

The candidate frequency at coupling strength l is

w(l) = √(D(D + 2lK)).

```lean
/-- The RPA frequency of one pair with bare gap `D` and coupling `K` at interaction strength `l`,
for `D > 0` and `D + 2 * l * K > 0`. -/
def freq (D K l : ℝ) : ℝ := √(D * (D + 2 * l * K))
```

In Lean this is `freq D K l`, with all quantities real and frequencies measured as energies (ħ = 1). It is so far only a formula; the equations that make it an excitation frequency come next. An excitation has frequency ω, a resonant amplitude X and an antiresonant amplitude Y, with

(D + lK)X + lK Y = ωX
lK X + (D + lK)Y = −ωY
X² − Y² = 1.

```lean
/-- The amplitudes `X`, `Y` solve the RPA equations of one pair at interaction strength `l` with
frequency `ω`, and are normalised by `X ^ 2 - Y ^ 2 = 1`. -/
structure IsExcitation (D K l ω X Y : ℝ) : Prop where
  resonant : (D + l * K) * X + l * K * Y = ω * X
  antiresonant : l * K * X + (D + l * K) * Y = -ω * Y
  normalised : X ^ 2 - Y ^ 2 = 1
```

The three fields of `IsExcitation` are these three equations. They fix the convention A = D + lK and B = lK, which is RPA without exchange and with real orbitals. The gap D stays the same for all l. No sign of ω is assumed.

For the explicit solution we also need

s(l) = √(D/w(l)).

```lean
/-- The square root of the ratio of bare gap to RPA frequency, for `D > 0` and
`D + 2 * l * K > 0`. -/
def ampSum (D K l : ℝ) : ℝ := √(D / freq D K l)
```

This is `ampSum D K l`, and it will be the value of X + Y.

## The frequency follows from the equations

Subtract the second RPA equation from the first, and then add them:

D(X − Y) = ω(X + Y)
(D + 2lK)(X + Y) = ω(X − Y).

Multiply each by X + Y and use (X − Y)(X + Y) = 1:

D = ω(X + Y)²
(D + 2lK)(X + Y)² = ω.

Since D > 0, the first line rules out ω ≤ 0. Multiplying it by D + 2lK and inserting the second gives D(D + 2lK) = ω². Hence ω = w(l) and (X + Y)² = D/ω.

```lean
/-- A normalised excitation of a pair with positive gap has positive frequency, given by the
square-root formula, and its summed amplitude squared is the ratio of gap to frequency. -/
theorem excitation_freq {D K l ω X Y : ℝ} (hD : 0 < D) (h : IsExcitation D K l ω X Y) :
    0 < ω ∧ ω = freq D K l ∧ (X + Y) ^ 2 = D / ω := by
  obtain ⟨h1, h2, h3⟩ := h
  -- difference and sum of the two equations, each multiplied by `X + Y`
  have h4 : D = ω * (X + Y) ^ 2 := by
    linear_combination (X + Y) * (h1 - h2) - D * h3
  have h5 : (D + 2 * l * K) * (X + Y) ^ 2 = ω := by
    linear_combination (X + Y) * (h1 + h2) + ω * h3
  have hω : 0 < ω := by
    by_contra hn
    have h6 := mul_nonneg (neg_nonneg.mpr (not_lt.mp hn)) (sq_nonneg (X + Y))
    nlinarith
  have h7 : D * (D + 2 * l * K) = ω ^ 2 := by
    linear_combination (D + 2 * l * K) * h4 + ω * h5
  refine ⟨hω, ?_, ?_⟩
  · unfold freq
    rw [h7, Real.sqrt_sq hω.le]
  · rw [eq_div_iff hω.ne']
    linear_combination -h4
```

The two multiplied equations are `h4` and `h5`, and `h7` is the formula for ω². Stability is not assumed in this theorem: a normalised excitation at strength l already implies it there.

Conversely, let D > 0 and D + 2lK > 0, and write w and s for w(l) and s(l). Set

X = (s + 1/s)/2, Y = (s − 1/s)/2,

so that X + Y = s and X − Y = 1/s. From s² = D/w and w² = D(D + 2lK) we get

D/s = ws
(D + 2lK)s = w/s.

Half the sum of these lines is the first RPA equation, and half the second line minus the first is the other. The normalisation is s · (1/s) = 1.

```lean
/-- Explicit normalised amplitudes that solve the RPA equations of one pair whenever `D` and
`D + 2 * l * K` are positive. -/
theorem isExcitation_witness {D K l : ℝ} (hD : 0 < D) (hS : 0 < D + 2 * l * K) :
    IsExcitation D K l (freq D K l)
      ((ampSum D K l + (ampSum D K l)⁻¹) / 2) ((ampSum D K l - (ampSum D K l)⁻¹) / 2) := by
  have hw : 0 < freq D K l := Real.sqrt_pos.mpr (mul_pos hD hS)
  have hw2 : freq D K l ^ 2 = D * (D + 2 * l * K) := Real.sq_sqrt (mul_pos hD hS).le
  have hs : 0 < ampSum D K l := Real.sqrt_pos.mpr (div_pos hD hw)
  have hs2 : ampSum D K l ^ 2 = D / freq D K l := Real.sq_sqrt (div_pos hD hw).le
  have h1 : freq D K l * ampSum D K l ^ 2 = D := by
    rw [hs2, mul_div_cancel₀ _ hw.ne']
  have h2 : (D + 2 * l * K) * ampSum D K l * ampSum D K l = freq D K l := by
    apply mul_left_cancel₀ hw.ne'
    linear_combination (D + 2 * l * K) * h1 - hw2
  have e1 : D * (ampSum D K l)⁻¹ = freq D K l * ampSum D K l := by
    rw [← div_eq_mul_inv, div_eq_iff hs.ne']
    linear_combination -h1
  have e2 : (D + 2 * l * K) * ampSum D K l = freq D K l * (ampSum D K l)⁻¹ := by
    rw [← div_eq_mul_inv, eq_div_iff hs.ne']
    exact h2
  have e3 : ampSum D K l * (ampSum D K l)⁻¹ = 1 := mul_inv_cancel₀ hs.ne'
  constructor
  · linear_combination (e1 + e2) / 2
  · linear_combination (e2 - e1) / 2
  · linear_combination e3
```

The two lines are `e1` and `e2`, and the first two of the final `linear_combination` steps form exactly these halves; the third is the normalisation. If D + 2K > 0, then D + 2lK > 0 for every l in [0,1], as the next section shows, so the pair has a normalised excitation at each of these l.

## Integrating over the coupling

Let D > 0 and D + 2lK > 0. Differentiating w² = D(D + 2lK) with respect to l gives 2w w′ = 2DK, so

w′(l) = DK/w(l).

```lean
/-- The rate of change of the RPA frequency with interaction strength is `D * K` divided by the
frequency. -/
theorem hasDerivAt_freq {D K l : ℝ} (hD : 0 < D) (hS : 0 < D + 2 * l * K) :
    HasDerivAt (fun t => freq D K t) (D * K / freq D K l) l := by
  have h : HasDerivAt (fun t : ℝ => D * (D + 2 * t * K)) (D * (2 * K)) l :=
    (((((hasDerivAt_id' l).const_mul (2 : ℝ)).mul_const K).const_add D).const_mul D).congr_deriv
      (by ring)
  refine (h.sqrt (mul_pos hD hS).ne').congr_deriv ?_
  show D * (2 * K) / (2 * freq D K l) = D * K / freq D K l
  rw [show D * (2 * K) = 2 * (D * K) by ring]
  exact mul_div_mul_left _ _ two_ne_zero
```

Lean obtains the same derivative from the chain rule for the square root. It follows that

d/dl [(w(l) − lK)/2] = (K/2)(D/w(l) − 1),

which is the integrand. Now assume D + 2K > 0, stability at full coupling. For l in [0,1],

D + 2lK = (1 − l)D + l(D + 2K) > 0,

so w(l) does not vanish on the path and the integrand is continuous. With w(0) = D, the fundamental theorem of calculus gives

(w(1) − K)/2 − D/2 = (w(1) − D − K)/2.

```lean
/-- Coupling-constant integration for one pair: the integral over the interaction strength is half
the difference between the full RPA frequency and `D + K`. -/
theorem coupling_integral {D K : ℝ} (hD : 0 < D) (hS : 0 < D + 2 * K) :
    ∫ l in (0 : ℝ)..1, K / 2 * (D / freq D K l - 1) = (freq D K 1 - D - K) / 2 := by
  have hpos : ∀ l ∈ uIcc (0 : ℝ) 1, 0 < D + 2 * l * K := by
    intro l hl
    rw [uIcc_of_le zero_le_one] at hl
    rcases hl.1.eq_or_lt with h0 | h0
    · rw [← h0]
      linarith
    · have ha := mul_pos h0 hS
      have hb := mul_nonneg (sub_nonneg.mpr hl.2) hD.le
      nlinarith
  have hc : Continuous (fun l => freq D K l) := by
    unfold freq
    fun_prop
  have hne : ∀ l ∈ uIcc (0 : ℝ) 1, freq D K l ≠ 0 := fun l hl =>
    (Real.sqrt_pos.mpr (mul_pos hD (hpos l hl))).ne'
  have hint : ContinuousOn (fun l => K / 2 * (D / freq D K l - 1)) (uIcc (0 : ℝ) 1) :=
    continuousOn_const.mul ((continuousOn_const.div hc.continuousOn hne).sub continuousOn_const)
  -- the antiderivative is `(freq D K l - l * K) / 2`
  have hder : ∀ l ∈ uIcc (0 : ℝ) 1, HasDerivAt (fun t => (freq D K t - t * K) / 2)
      (K / 2 * (D / freq D K l - 1)) l := fun l hl =>
    (((hasDerivAt_freq hD (hpos l hl)).fun_sub
      ((hasDerivAt_id' l).mul_const K)).div_const 2).congr_deriv (by ring)
  have h0 : freq D K 0 = D := by
    unfold freq
    rw [show D * (D + 2 * 0 * K) = D * D by ring, Real.sqrt_mul_self hD.le]
  rw [intervalIntegral.integral_eq_sub_of_hasDerivAt hder hint.intervalIntegrable, h0]
  ring
```

Here `hpos` is the positivity along the path, `hint` the continuity of the integrand and `hder` the antiderivative. The set `uIcc 0 1` is the interval [0,1].

## The plasmon formula in terms of amplitudes

The correlation integrand in terms of the amplitudes is (K/2)((X + Y)² − 1). The subtracted 1 is the value of (X + Y)² without interaction, so the integrand measures the coupling energy due to correlated fluctuations. This expression is taken as the starting point and is not derived from a many-electron Hamiltonian.

Suppose that ω(l), X(l), Y(l) is a normalised excitation for every l in [0,1]. Then (X(l) + Y(l))² = D/w(l), and the integral just found gives

∫₀¹ (K/2)((X(l) + Y(l))² − 1) dl = (ω(1) − (D + K))/2.

The subtracted D + K is the excitation energy at full coupling when Y is neglected.

```lean
/-- The plasmon formula for one pair: for normalised RPA excitations along the whole coupling path,
the amplitude integral is half the difference between the frequency at full coupling and
`D + K`. -/
theorem plasmon_formula {D K : ℝ} {ω X Y : ℝ → ℝ} (hD : 0 < D)
    (h : ∀ l ∈ Icc (0 : ℝ) 1, IsExcitation D K l (ω l) (X l) (Y l)) :
    ∫ l in (0 : ℝ)..1, K / 2 * ((X l + Y l) ^ 2 - 1) = (ω 1 - (D + K)) / 2 := by
  obtain ⟨hω, hf, -⟩ := excitation_freq hD (h 1 ⟨zero_le_one, le_refl 1⟩)
  -- a positive frequency at full coupling forces `D + 2 * K > 0`
  have hS : 0 < D + 2 * K := by
    rw [hf] at hω
    have h1 := (mul_pos_iff_of_pos_left hD).mp (Real.sqrt_pos.mp hω)
    linarith
  have hcongr : ∫ l in (0 : ℝ)..1, K / 2 * ((X l + Y l) ^ 2 - 1)
      = ∫ l in (0 : ℝ)..1, K / 2 * (D / freq D K l - 1) := by
    apply intervalIntegral.integral_congr
    intro l hl
    rw [uIcc_of_le zero_le_one] at hl
    obtain ⟨-, h2, h3⟩ := excitation_freq hD (h l hl)
    show K / 2 * ((X l + Y l) ^ 2 - 1) = K / 2 * (D / freq D K l - 1)
    rw [h3, h2]
  rw [hcongr, coupling_integral hD hS, hf]
  ring
```

The functions `ω`, `X` and `Y` need not be assumed continuous: the common sign of X and Y may change from one l to the next, since only (X + Y)² enters. The condition D + 2K > 0 comes from the excitation at l = 1. Lean's square root is zero for a negative argument, so a positive ω(1) = w(1) forces D(D + 2K) > 0.

## Bounds for a repulsive coupling

Let K > 0. Then w(1)² = D² + 2DK lies strictly between D² and (D + K)², so

D < w(1) < D + K,

and the integral is negative. Moreover 0 < w(1) − D < K, so (w(1) − D)² < K². Expanding the square and inserting w(1)² gives

2D(D + K − w(1)) < K².

Division by −4D turns this into

(w(1) − D − K)/2 > −K²/(4D).

```lean
/-- For a repulsive coupling the coupling-constant integral is negative and lies strictly above
`-K ^ 2 / (4 * D)`. -/
theorem coupling_integral_bounds {D K : ℝ} (hD : 0 < D) (hK : 0 < K) :
    -K ^ 2 / (4 * D) < ∫ l in (0 : ℝ)..1, K / 2 * (D / freq D K l - 1) ∧
      ∫ l in (0 : ℝ)..1, K / 2 * (D / freq D K l - 1) < 0 := by
  have hp : 0 < D * (D + 2 * 1 * K) := by positivity
  have hw : 0 < freq D K 1 := Real.sqrt_pos.mpr hp
  have hw2 : freq D K 1 ^ 2 = D * (D + 2 * 1 * K) := Real.sq_sqrt hp.le
  -- the frequency lies strictly between `D` and `D + K`
  have hlow : D < freq D K 1 := by
    by_contra hn
    nlinarith [not_lt.mp hn, mul_pos hD hK]
  have hup : freq D K 1 < D + K := by
    by_contra hn
    nlinarith [not_lt.mp hn, mul_pos hK hK]
  rw [coupling_integral hD (by linarith)]
  constructor
  · have hprod := mul_pos (sub_pos.mpr hup) (add_pos hK (sub_pos.mpr hlow))
    rw [div_lt_div_iff₀ (by positivity) two_pos]
    nlinarith
  · linarith

end

end OnePairPlasmon
```

The steps `hlow` and `hup` are the two bounds on w(1). The product in `hprod` is K² − (w(1) − D)² in factored form, and `nlinarith` carries out the expansion.

```lean
#print axioms OnePairPlasmon.plasmon_formula
#print axioms OnePairPlasmon.coupling_integral_bounds
```

```
'OnePairPlasmon.plasmon_formula' depends on axioms: [propext, Classical.choice, Quot.sound]
'OnePairPlasmon.coupling_integral_bounds' depends on axioms: [propext, Classical.choice, Quot.sound]
```
